# For independent electrons, two determinants with equal electron number differ by as many particles as holes, and in energy by the particle energies minus the hole energies

Two determinants of non-interacting electrons are given as finite sets `S` and `T` of occupied orbitals, each orbital having a real energy and each determinant the sum of its occupied orbital energies. If `S` and `T` have the same number of elements, the lemma says that `T \ S` (the particles, seen from `S`) and `S \ T` (the holes) are equally numerous, and that the energy of `T` minus that of `S` is the sum over the particles minus the sum over the holes. The proof splits each set into the part shared with the other and the part outside it. For the count `omega` finishes the arithmetic, and for the energy `linarith` is to cancel the shared sum.

An attempt in Lean 4 with a fault in it:

```lean
import Mathlib

open Finset

namespace ParticleHoleEnergy

variable {ι : Type*} [DecidableEq ι]

/-- The energy of a determinant of independent electrons: the sum of its occupied
orbital energies. -/
def configEnergy (ε : ι → ℝ) (S : Finset ι) : ℝ := ∑ i ∈ S, ε i

/-- Two determinants with equal electron number differ by equally many particles and holes,
and their energy difference is the particle energy minus the hole energy. -/
theorem particle_hole_energy (ε : ι → ℝ) {S T : Finset ι} (h : T.card = S.card) :
    (T \ S).card = (S \ T).card ∧
      configEnergy ε T - configEnergy ε S = ∑ a ∈ T \ S, ε a - ∑ i ∈ S \ T, ε i := by
  constructor
  · have h1 := Finset.card_sdiff_add_card_inter T S
    have h2 := Finset.card_sdiff_add_card_inter S T
    rw [Finset.inter_comm S T] at h2
    omega
  · have h1 := Finset.sum_inter_add_sum_diff T S ε
    have h2 := Finset.sum_inter_add_sum_diff S T ε
    rw [Finset.inter_comm S T] at h2
    unfold configEnergy
    linarith

end ParticleHoleEnergy
```

The error:

```
Main.lean:23:15: error(lean.unknownIdentifier): Unknown constant `Finset.sum_inter_add_sum_diff`
```

The message says that Lean knows no constant called `Finset.sum_inter_add_sum_diff`. The fault is in the name alone: the lemma wanted, which says that the sum over `T ∩ S` plus the sum over `T \ S` is the sum over `T`, is called `Finset.sum_inter_add_sum_sdiff` in this Mathlib, with `sdiff` for the set difference.

The next line uses the same wrong name with `S` and `T` exchanged. It has no message of its own because the first error ends that branch of the proof before Lean reaches it. The diff therefore corrects the name in both lines, and both corrections are needed.

The rest of the branch stands as it was. `Finset.inter_comm` turns `S ∩ T` into `T ∩ S` in `h2`, so that both equations contain the same shared sum, and once `configEnergy` is unfolded `linarith` gets the energy difference from them.

The repair, with which the file compiles:

```diff
@@ -21,6 +21,6 @@
     rw [Finset.inter_comm S T] at h2
     omega
-  · have h1 := Finset.sum_inter_add_sum_diff T S ε
-    have h2 := Finset.sum_inter_add_sum_diff S T ε
+  · have h1 := Finset.sum_inter_add_sum_sdiff T S ε
+    have h2 := Finset.sum_inter_add_sum_sdiff S T ε
     rw [Finset.inter_comm S T] at h2
     unfold configEnergy
```
